# A B88-type conjoint kinetic factor falls below the von Weizsäcker bound beyond exactly one reduced gradient

A semilocal kinetic energy density that falls below the von Weizsäcker density leaves a negative Pauli kinetic energy density, which the positive-definite orbital form $\tfrac12\sum_i|\nabla\varphi_i|^2$ can never give. If the place where this happens is not known, the negative values may be taken for numerical noise, or the parameters may be refitted in the hope of removing them. For the factor

$$F(s)=1+\frac{\mu s^2}{1+c\,s\,\operatorname{asinh}(ds)},\qquad c,d>0,\quad 0<\mu<\tfrac53,$$

no such refit works: there is a single $s_0>0$ with $F(s_0)=\tfrac53s_0^2$, and the bound fails exactly for $s>s_0$. Here $s$ is the reduced density gradient. "Conjoint" means that the kinetic factor borrows the form of an exchange factor, here Becke's. The coefficient $\mu=5/27$ is that of the second-order gradient expansion, one ninth of the von Weizsäcker value $5/3$.

```lean
import Mathlib

open Set

namespace ConjointB88Kinetic

noncomputable section
```

## The factor and the energy densities

Write $D(s)=1+c\,s\,\operatorname{asinh}(ds)$ for the damping denominator. In Lean it is a function of three real numbers, with $c$ and $d$ left free and not tied to the values they take in Becke's functional.

```lean
/-- The B88-type damping denominator `1 + c s asinh(d s)`. -/
def damping (c d s : ℝ) : ℝ := 1 + c * s * Real.arsinh (d * s)
```

The enhancement factor is then $F(s)=1+\mu s^2/D(s)$.

```lean
/-- The conjoint B88-type kinetic enhancement factor with gradient coefficient `μ`. -/
def enhancement (μ c d s : ℝ) : ℝ := 1 + μ * s ^ 2 / damping c d s
```

Subtracting the von Weizsäcker part gives the Pauli factor $P(s)=F(s)-\tfrac53s^2$. The local bound holds at $s$ when $P(s)\ge0$.

```lean
/-- The Pauli enhancement factor: the kinetic factor minus the von Weizsäcker part `5s²/3`. -/
def pauliFactor (μ c d s : ℝ) : ℝ := enhancement μ c d s - 5 / 3 * s ^ 2
```

The remaining definitions fix the conventions: atomic units and a spin-unpolarised density. The local density $n$ and the gradient magnitude $g=|\nabla n|$ enter as two independent real numbers, not as fields. The Fermi wavevector is $k_F=(3\pi^2n)^{1/3}$.

```lean
/-- The local Fermi wavevector `(3π²n)^(1/3)` of a density `n`. -/
def fermiWavevector (n : ℝ) : ℝ := (3 * Real.pi ^ 2 * n) ^ (1 / 3 : ℝ)
```

The Thomas-Fermi density is $\tau_{TF}=\tfrac{3}{10}k_F^2n$.

```lean
/-- The Thomas-Fermi kinetic energy density in atomic units. -/
def tauTF (n : ℝ) : ℝ := 3 / 10 * fermiWavevector n ^ 2 * n
```

The von Weizsäcker density is $\tau_W=g^2/(8n)$.

```lean
/-- The von Weizsäcker kinetic energy density for density `n` and gradient magnitude `g`. -/
def tauW (n g : ℝ) : ℝ := g ^ 2 / (8 * n)
```

The reduced gradient is $s=g/(2k_Fn)$.

```lean
/-- The reduced density gradient `s = |∇n| / (2 k_F n)`. -/
def reducedGradient (n g : ℝ) : ℝ := g / (2 * fermiWavevector n * n)
```

## The Pauli factor only decreases

Let $0\le s\le t$. Since asinh is increasing and is nonnegative on nonnegative arguments,

$$c\,s\,\operatorname{asinh}(ds)\le c\,t\,\operatorname{asinh}(dt),$$

so $D(s)\le D(t)$. The proof multiplies the two inequalities with `mul_le_mul`.

```lean
/-- The damping denominator does not decrease as the reduced gradient grows. -/
theorem damping_mono {c d s t : ℝ} (hc : 0 < c) (hd : 0 < d) (hs : 0 ≤ s) (hst : s ≤ t) :
    damping c d s ≤ damping c d t := by
  have h1 : Real.arsinh (d * s) ≤ Real.arsinh (d * t) :=
    Real.arsinh_le_arsinh.2 (mul_le_mul_of_nonneg_left hst hd.le)
  have h0 : 0 ≤ Real.arsinh (d * s) := Real.arsinh_nonneg_iff.2 (mul_nonneg hd.le hs)
  have h2 := mul_le_mul (mul_le_mul_of_nonneg_left hst hc.le) h1 h0
    (mul_nonneg hc.le (hs.trans hst))
  unfold damping
  linarith
```

Comparing with $D(0)=1$ gives $D(s)\ge1$ for every $s\ge0$.

```lean
/-- The damping denominator is at least one. -/
theorem one_le_damping {c d s : ℝ} (hc : 0 < c) (hd : 0 < d) (hs : 0 ≤ s) :
    1 ≤ damping c d s := by
  have h := damping_mono hc hd le_rfl hs
  have h0 : damping c d 0 = 1 := by simp [damping]
  linarith
```

Now take $0\le s<t$. Replacing $D(t)$ by the smaller $D(s)$, and then using $D(s)\ge1$,

$$\frac{\mu t^2}{D(t)}-\frac{\mu s^2}{D(s)}\le\frac{\mu(t^2-s^2)}{D(s)}\le\mu(t^2-s^2)<\tfrac53(t^2-s^2).$$

Hence $P(t)<P(s)$. In the code, `h1` is the first inequality, `h2` the second and `h4` the last; `StrictAntiOn` on `Ici 0` means strictly decreasing on $[0,\infty)$.

```lean
/-- For `0 < μ < 5/3` and positive `c` and `d`, the Pauli enhancement factor strictly decreases on
`[0, ∞)`. -/
theorem pauliFactor_strictAntiOn {μ c d : ℝ} (hμ : 0 < μ) (hμ' : μ < 5 / 3)
    (hc : 0 < c) (hd : 0 < d) : StrictAntiOn (pauliFactor μ c d) (Ici 0) := by
  intro s hs t ht hst
  have hs' : 0 ≤ s := hs
  have hD := one_le_damping hc hd hs'
  have hsq : 0 < t ^ 2 - s ^ 2 := by nlinarith
  -- stronger damping at t, then damping bounded below by one
  have h1 : μ * t ^ 2 / damping c d t ≤ μ * t ^ 2 / damping c d s :=
    div_le_div_of_nonneg_left (by positivity) (by linarith) (damping_mono hc hd hs' hst.le)
  have h2 : μ * (t ^ 2 - s ^ 2) / damping c d s ≤ μ * (t ^ 2 - s ^ 2) :=
    div_le_self (mul_pos hμ hsq).le hD
  have h3 : μ * (t ^ 2 - s ^ 2) / damping c d s
      = μ * t ^ 2 / damping c d s - μ * s ^ 2 / damping c d s := by ring
  have h4 : μ * (t ^ 2 - s ^ 2) < 5 / 3 * (t ^ 2 - s ^ 2) :=
    mul_lt_mul_of_pos_right hμ' hsq
  unfold pauliFactor enhancement
  linarith
```

The condition $\mu<5/3$ says that the gradient correction is weaker than the full von Weizsäcker term. Without it, this monotonicity can fail. Take $\mu=3$, $c=d=1$ and $s=\tfrac12$. Since $\operatorname{asinh}x\le x$ for $x\ge0$, $D(\tfrac12)\le\tfrac54$, so $P(\tfrac12)\ge1+\tfrac35-\tfrac5{12}>1=P(0)$. What is lost is this route and not the crossing itself: dividing $F(s)=\tfrac53s^2$ by $s^2$ gives $1/s^2+\mu/D(s)=\tfrac53$, whose left side falls from infinity to zero for any $\mu>0$, an argument the file does not use.

## One crossing, with violation beyond it

Suppose $s_0>0$ is a crossing, so that $P(s_0)=0$. If $s>s_0$, then $P(s)<0$. If $0\le s\le s_0$, then $P(s)\ge0$. The sign of $P$ therefore settles on which side of $s_0$ a given $s$ lies.

```lean
/-- If the factor meets `5s²/3` at `s₀`, then among `s ≥ 0` it lies below `5s²/3` exactly for `s >
s₀`. -/
theorem violation_iff {μ c d s₀ s : ℝ} (hμ : 0 < μ) (hμ' : μ < 5 / 3)
    (hc : 0 < c) (hd : 0 < d) (h₀ : 0 < s₀)
    (hcross : enhancement μ c d s₀ = 5 / 3 * s₀ ^ 2) (hs : 0 ≤ s) :
    enhancement μ c d s < 5 / 3 * s ^ 2 ↔ s₀ < s := by
  have anti := pauliFactor_strictAntiOn hμ hμ' hc hd
  constructor
  · intro h
    by_contra hn
    have h1 := anti.antitoneOn (mem_Ici.2 hs) (mem_Ici.2 h₀.le) (not_lt.1 hn)
    unfold pauliFactor at h1
    linarith
  · intro h
    have h1 := anti (mem_Ici.2 h₀.le) (mem_Ici.2 hs) h
    unfold pauliFactor at h1
    linarith
```

For existence, put $\delta=\tfrac53-\mu>0$ and $B=1/\delta+1$. Then

$$\delta B^2=\frac1\delta+2+\delta\ge1,\qquad P(B)\le1+\mu B^2-\tfrac53B^2=1-\delta B^2\le0.$$

Since $P(0)=1$ and $P$ is continuous on $[0,B]$, the intermediate value theorem gives a zero $s_0$, and $s_0\ne0$ because $P(0)\neq0$. A second positive crossing would lie on one side of the first, and the larger of the two would then violate the bound strictly while also satisfying equality.

The theorem states four things: $s_0$ is positive, it is a crossing, every positive crossing equals it, and for all $s\ge0$ the inequality $F(s)<\tfrac53s^2$ is equivalent to $s>s_0$.

```lean
/-- There is exactly one positive reduced gradient `s₀` where the factor equals `5s²/3`, and
the local von Weizsäcker bound fails exactly beyond it. -/
theorem exists_unique_crossing {μ c d : ℝ} (hμ : 0 < μ) (hμ' : μ < 5 / 3)
    (hc : 0 < c) (hd : 0 < d) :
    ∃ s₀ : ℝ, 0 < s₀ ∧ enhancement μ c d s₀ = 5 / 3 * s₀ ^ 2 ∧
      (∀ s, 0 < s → enhancement μ c d s = 5 / 3 * s ^ 2 → s = s₀) ∧
      ∀ s, 0 ≤ s → (enhancement μ c d s < 5 / 3 * s ^ 2 ↔ s₀ < s) := by
  have hδ : 0 < 5 / 3 - μ := by linarith
  -- a point `B` with `(5/3 - μ) B² ≥ 1`, used below as the right end of the interval
  obtain ⟨B, hB1, hB⟩ : ∃ B : ℝ, 1 ≤ B ∧ 1 ≤ (5 / 3 - μ) * B ^ 2 := by
    have hi : 0 < (5 / 3 - μ)⁻¹ := inv_pos.2 hδ
    have hm : (5 / 3 - μ) * (5 / 3 - μ)⁻¹ = 1 := mul_inv_cancel₀ hδ.ne'
    refine ⟨(5 / 3 - μ)⁻¹ + 1, by linarith, ?_⟩
    have e : (5 / 3 - μ) * ((5 / 3 - μ)⁻¹ + 1) ^ 2
        = (5 / 3 - μ)⁻¹ + 2 + (5 / 3 - μ) := by
      linear_combination ((5 / 3 - μ)⁻¹ + 2) * hm
    linarith
  have hB0 : 0 ≤ B := by linarith
  have hD : Continuous (fun s => damping c d s) :=
    continuous_const.add ((continuous_const.mul continuous_id).mul
      (Real.continuous_arsinh.comp (continuous_const.mul continuous_id)))
  have hcont : ContinuousOn (pauliFactor μ c d) (Icc 0 B) := by
    change ContinuousOn (fun s => 1 + μ * s ^ 2 / damping c d s - 5 / 3 * s ^ 2) (Icc 0 B)
    refine ContinuousOn.sub (ContinuousOn.add continuousOn_const
      (ContinuousOn.div (by fun_prop) hD.continuousOn ?_)) (by fun_prop)
    intro s hs
    have := one_le_damping hc hd hs.1
    exact ne_of_gt (by linarith)
  have hzero : pauliFactor μ c d 0 = 1 := by simp [pauliFactor, enhancement]
  have hend : pauliFactor μ c d B ≤ 0 := by
    have h1 : μ * B ^ 2 / damping c d B ≤ μ * B ^ 2 :=
      div_le_self (by positivity) (one_le_damping hc hd hB0)
    unfold pauliFactor enhancement
    linarith
  obtain ⟨s₀, hs₀, hroot⟩ := intermediate_value_Icc' hB0 hcont
    (show (0 : ℝ) ∈ Icc (pauliFactor μ c d B) (pauliFactor μ c d 0) from
      ⟨hend, by rw [hzero]; norm_num⟩)
  have hpos : 0 < s₀ := by
    rcases hs₀.1.lt_or_eq with h | h
    · exact h
    · rw [← h, hzero] at hroot
      norm_num at hroot
  have hcross : enhancement μ c d s₀ = 5 / 3 * s₀ ^ 2 := by
    unfold pauliFactor at hroot
    linarith
  refine ⟨s₀, hpos, hcross, ?_, fun s hs => violation_iff hμ hμ' hc hd hpos hcross hs⟩
  intro s hs h
  rcases lt_trichotomy s s₀ with hlt | heq | hgt
  · exact absurd hcross ((violation_iff hμ hμ' hc hd hs h hpos.le).2 hlt).ne
  · exact heq
  · exact absurd h ((violation_iff hμ hμ' hc hd hpos hcross hs.le).2 hgt).ne
```

## Where the crossing lies

At $s_0>0$ the damping is strict, $D(s_0)>1$, so $0<\mu s_0^2/D(s_0)<\mu s_0^2$. Inserting this in $1+\mu s_0^2/D(s_0)=\tfrac53s_0^2$ gives

$$1<\tfrac53s_0^2<1+\mu s_0^2,$$

that is, $s_0^2>\tfrac35$ and $(\tfrac53-\mu)s_0^2<1$. For $\mu=5/27$ this means $\tfrac35<s_0^2<\tfrac{27}{40}$, or $s_0$ between about 0.77 and 0.82. The parameters $c$ and $d$ can move the crossing only within this narrow window.

```lean
/-- The crossing point obeys `3/5 < s₀²` and `(5/3 - μ) s₀² < 1` for all positive `c` and `d`. -/
theorem crossing_window {μ c d s₀ : ℝ} (hμ : 0 < μ) (hc : 0 < c) (hd : 0 < d) (h₀ : 0 < s₀)
    (hcross : enhancement μ c d s₀ = 5 / 3 * s₀ ^ 2) :
    3 / 5 < s₀ ^ 2 ∧ (5 / 3 - μ) * s₀ ^ 2 < 1 := by
  have hA : 0 < Real.arsinh (d * s₀) := Real.arsinh_pos_iff.2 (mul_pos hd h₀)
  have hD : 1 < damping c d s₀ := by
    have := mul_pos (mul_pos hc h₀) hA
    unfold damping
    linarith
  have hnum : 0 < μ * s₀ ^ 2 := by positivity
  have h1 : 0 < μ * s₀ ^ 2 / damping c d s₀ := div_pos hnum (by linarith)
  have h2 : μ * s₀ ^ 2 / damping c d s₀ < μ * s₀ ^ 2 := div_lt_self hnum hD
  unfold enhancement at hcross
  constructor <;> linarith
```

Within the window, stronger damping makes matters worse. Let $c'>c$, with crossings $s_1$ for $c'$ and $s_0$ for $c$. At $s_0$ the factor with $c'$ is smaller than the factor with $c$, which equals $\tfrac53s_0^2$. So $s_0$ already violates the bound for $c'$, and the criterion gives $s_1<s_0$.

```lean
/-- Increasing the damping strength `c` moves the crossing to a smaller reduced gradient. -/
theorem crossing_decreases {μ c c' d s₀ s₁ : ℝ} (hμ : 0 < μ) (hμ' : μ < 5 / 3)
    (hc : 0 < c) (hcc : c < c') (hd : 0 < d) (h₀ : 0 < s₀) (h₁ : 0 < s₁)
    (hcross₀ : enhancement μ c d s₀ = 5 / 3 * s₀ ^ 2)
    (hcross₁ : enhancement μ c' d s₁ = 5 / 3 * s₁ ^ 2) : s₁ < s₀ := by
  refine (violation_iff hμ hμ' (hc.trans hcc) hd h₁ hcross₁ h₀.le).1 ?_
  have hA : 0 < Real.arsinh (d * s₀) := Real.arsinh_pos_iff.2 (mul_pos hd h₀)
  have hD : damping c d s₀ < damping c' d s₀ := by
    have := mul_pos (mul_pos (sub_pos.2 hcc) h₀) hA
    unfold damping
    linarith
  have hD1 := one_le_damping hc hd h₀.le
  have h : μ * s₀ ^ 2 / damping c' d s₀ < μ * s₀ ^ 2 / damping c d s₀ :=
    div_lt_div_of_pos_left (by positivity) (by linarith) hD
  rw [← hcross₀]
  unfold enhancement
  linarith
```

## From factors to energy densities

The bound on $F$ is the bound on energy densities divided by $\tau_{TF}$, because

$$\tau_{TF}\cdot\tfrac53s^2=\tfrac3{10}k_F^2n\cdot\tfrac53\cdot\frac{g^2}{4k_F^2n^2}=\frac{g^2}{8n}=\tau_W.$$

```lean
/-- The von Weizsäcker energy density is the Thomas-Fermi one times `5s²/3`. -/
theorem tauW_eq {n : ℝ} (hn : 0 < n) (g : ℝ) :
    tauTF n * (5 / 3 * reducedGradient n g ^ 2) = tauW n g := by
  have hk : fermiWavevector n ≠ 0 := by
    unfold fermiWavevector
    positivity
  have hn' : n ≠ 0 := hn.ne'
  unfold tauTF reducedGradient tauW
  field_simp
  ring
```

For $n>0$ we have $\tau_{TF}>0$, so multiplying by it preserves the inequality in both directions. With $\mu=5/27$, the model density $\tau_{TF}F(s)$ lies below $\tau_W$ exactly where $s>s_0$, and one $s_0$ serves all $n>0$ and $g\ge0$.

```lean
/-- For gradient coefficient `5/27` there is a threshold `s₀` with `3/5 < s₀² < 27/40` such that
the model kinetic energy density is below the von Weizsäcker one exactly where `s > s₀`. -/
theorem energy_density_violation {c d : ℝ} (hc : 0 < c) (hd : 0 < d) :
    ∃ s₀ : ℝ, 0 < s₀ ∧ 3 / 5 < s₀ ^ 2 ∧ s₀ ^ 2 < 27 / 40 ∧
      ∀ n g : ℝ, 0 < n → 0 ≤ g →
        (tauTF n * enhancement (5 / 27) c d (reducedGradient n g) < tauW n g ↔
          s₀ < reducedGradient n g) := by
  obtain ⟨s₀, h₀, hcross, -, hiff⟩ :=
    exists_unique_crossing (μ := 5 / 27) (by norm_num) (by norm_num) hc hd
  obtain ⟨hlow, hup⟩ := crossing_window (by norm_num) hc hd h₀ hcross
  refine ⟨s₀, h₀, hlow, by linarith, fun n g hn hg => ?_⟩
  have hk : 0 < fermiWavevector n := by
    unfold fermiWavevector
    positivity
  have hT : 0 < tauTF n := by
    unfold tauTF
    positivity
  have hs : 0 ≤ reducedGradient n g := by
    unfold reducedGradient
    positivity
  -- divide out the positive Thomas-Fermi energy density
  rw [← tauW_eq hn g, ← hiff _ hs]
  exact ⟨fun h => lt_of_mul_lt_mul_left h hT.le, fun h => mul_lt_mul_of_pos_left h hT⟩

end

end ConjointB88Kinetic
```

```lean
#print axioms ConjointB88Kinetic.exists_unique_crossing
#print axioms ConjointB88Kinetic.crossing_decreases
#print axioms ConjointB88Kinetic.energy_density_violation
```

```
'ConjointB88Kinetic.exists_unique_crossing' depends on axioms: [propext, Classical.choice, Quot.sound]
'ConjointB88Kinetic.crossing_decreases' depends on axioms: [propext, Classical.choice, Quot.sound]
'ConjointB88Kinetic.energy_density_violation' depends on axioms: [propext, Classical.choice, Quot.sound]
```

When a factor of this family is evaluated on the exact ground-state density of an atom or a molecule, the bound is sure to fail far out in the exponentially decaying tail, where $s$ grows without limit. The violation is not confined to the tail. For a hydrogen-like $1s^2$ density with nuclear charge $Z$, $s=(6\pi)^{-1/3}e^{2Zr/3}$, and with $\mu=5/27$ this passes $s_0$ before $r=1.2/Z$, inside the mean radius $1.5/Z$. The criterion is pointwise: the orbital inequality $\tau\ge\tau_W$ is taken as background and not derived, and a local violation does not decide whether the integrated kinetic energy falls below the integrated von Weizsäcker energy.
